# For a fixed captured weight below one, the number of lowest fixed-centre states needed for a displaced oscillator state grows as the square of the displacement

## How many of the lowest fixed-centre states does a displaced oscillator need?

Let $n=0,1,2,\dots$ label the eigenstates of a harmonic oscillator with a fixed centre, and let $c_n$ be the real coefficients of a state in that basis. I call the state displaced, with real dimensionless displacement $\alpha$, if
$$\sqrt{n+1}\,c_{n+1}=\alpha c_n,\qquad \sum_n c_n^2=1 .$$
With $S=\alpha^2$, the populations should be $c_n^2=e^{-S}S^n/n!$. For $N<S$, the first $N$ states should carry weight at most $S/(S-N)^2$, so a basis made of the lowest states has to grow quadratically with $\alpha$ if it is to capture a fixed weight. Can this be proved in full and checked in Lean, including the sense in which the growth is quadratic?

## Poisson populations and bounds from both sides

Yes. The first condition says that the state is an eigenvector of the annihilation operator. Physically, it is the ground state of an oscillator of the same frequency whose centre is shifted by $d=\alpha\sqrt{2\hbar/(m\omega)}$, for mass $m$ and angular frequency $\omega$.

**Populations.** Squaring the condition gives
$$(n+1)c_{n+1}^2=S c_n^2 .$$
By induction, $n!\,c_n^2=S^n c_0^2$. Summing over $n$ gives $1=c_0^2e^S$, hence $c_n^2=e^{-S}S^n/n!$.

**Mean and variance.** The $n=0$ terms vanish, so shifting the index gives
$$\sum_n n c_n^2=\sum_n(n+1)c_{n+1}^2=S,$$
$$\sum_n n^2c_n^2=\sum_n(n+1)^2c_{n+1}^2=S\sum_n(n+1)c_n^2=S(S+1).$$
The variance is therefore $S(S+1)-2S\cdot S+S^2=S$.

**Weights.** Let $W_N=\sum_{n<N}c_n^2$. If $N<S$, every retained level has $(n-S)^2\ge(S-N)^2$, so $(S-N)^2W_N\le S$. If $N>S$, every omitted level has $(n-S)^2\ge(N-S)^2$, so $(N-S)^2(1-W_N)\le S$.

**Basis size.** Suppose $W_N\ge1-\varepsilon$ with $\varepsilon<1$. Either $N\ge S$, or the first bound gives $(S-N)^2\le S/(1-\varepsilon)$. In both cases
$$N\ge\alpha^2-\frac{|\alpha|}{\sqrt{1-\varepsilon}} .$$
Conversely, for $\alpha\ne0$ and $\varepsilon>0$, the choice $N\ge\alpha^2+|\alpha|/\sqrt{\varepsilon}$ makes $S/(N-S)^2\le\varepsilon$, so $W_N\ge1-\varepsilon$. At fixed $0<\varepsilon<1$ the leading term is $\alpha^2$ on both sides.

**Zero displacement.** At $\alpha=0$ only $n=0$ is populated, and one state suffices. The sufficient condition excludes this case because it would also admit $N=0$, an empty basis.

### What the Lean statements say

A state is a sequence `c : ℕ → ℝ`, and `lower` is the annihilation operator acting on coefficients. `IsDisplaced α c` contains the eigenvalue relation and the normalisation; `HasSum` says that a series converges to the stated value. `weight c N` is $W_N$, with levels $0,\dots,N-1$. The theorem `isDisplaced_witness` shows that $e^{-\alpha^2/2}\alpha^n/\sqrt{n!}$ satisfies the definition for every real $\alpha$.

The model is one harmonic mode with real displacement and unchanged frequency. The position-space picture of a shifted ground state is an interpretation of the eigenvalue condition, not derived in the file. Within that model, the bounds show how a vibrational basis centred on one diabatic surface must grow to hold the vibrational ground state of another, displaced one. They give the scaling rather than a practical basis size: for $\alpha=2$ and $\varepsilon=10^{-4}$ the sufficient condition asks for 204 states, whereas summing the Poisson populations shows that 14 are enough.

```lean
import Mathlib

open Finset

namespace DisplacedOscillatorBasis

noncomputable section

/-- The annihilation operator acting on the coefficients of a state in the fixed-centre
oscillator basis. -/
def lower (c : ℕ → ℝ) (n : ℕ) : ℝ := √((n : ℝ) + 1) * c (n + 1)

/-- A displaced oscillator state with real displacement `α`: a normalised eigenvector of the
annihilation operator with eigenvalue `α`. -/
structure IsDisplaced (α : ℝ) (c : ℕ → ℝ) : Prop where
  eigen : ∀ n, lower c n = α * c n
  normalized : HasSum (fun n => c n ^ 2) 1

/-- The weight of a state in the first `N` fixed-centre oscillator states. -/
def weight (c : ℕ → ℝ) (N : ℕ) : ℝ := ∑ n ∈ range N, c n ^ 2

/-- The coefficients `exp(-α²/2) αⁿ / √(n!)`. -/
def coherent (α : ℝ) (n : ℕ) : ℝ :=
  Real.exp (-α ^ 2 / 2) * α ^ n / √(n.factorial : ℝ)

variable {α : ℝ} {c : ℕ → ℝ}

/-- The exponential series `∑ Sⁿ/n! = exp S`. -/
theorem hasSum_exp_series (S : ℝ) :
    HasSum (fun n : ℕ => S ^ n / (n.factorial : ℝ)) (Real.exp S) := by
  rw [Real.exp_eq_exp_ℝ]
  exact NormedSpace.expSeries_div_hasSum_exp S

/-- In a displaced state, the populations of neighbouring levels obey
`(n+1) c_(n+1)² = α² c_n²`. -/
theorem population_step (h : IsDisplaced α c) (n : ℕ) :
    ((n : ℝ) + 1) * c (n + 1) ^ 2 = α ^ 2 * c n ^ 2 := by
  have hs : √((n : ℝ) + 1) ^ 2 = (n : ℝ) + 1 := Real.sq_sqrt (by positivity)
  have he : √((n : ℝ) + 1) * c (n + 1) = α * c n := h.eigen n
  rw [← hs, ← mul_pow, he, mul_pow]

/-- The populations of a displaced state follow the Poisson distribution with parameter
`S = α²`. -/
theorem population_poisson (h : IsDisplaced α c) (n : ℕ) :
    c n ^ 2 = Real.exp (-α ^ 2) * (α ^ 2) ^ n / (n.factorial : ℝ) := by
  -- the recursion expresses every population through that of the lowest state
  have hrec : ∀ k : ℕ, (k.factorial : ℝ) * c k ^ 2 = (α ^ 2) ^ k * c 0 ^ 2 := by
    intro k
    induction k with
    | zero => simp
    | succ k ih =>
      rw [Nat.factorial_succ]
      push_cast
      linear_combination (k.factorial : ℝ) * population_step h k + α ^ 2 * ih
  have hform : ∀ k : ℕ, c k ^ 2 = c 0 ^ 2 * ((α ^ 2) ^ k / (k.factorial : ℝ)) := by
    intro k
    have hk : (k.factorial : ℝ) ≠ 0 := by positivity
    rw [← mul_div_assoc, eq_div_iff hk]
    linear_combination hrec k
  -- normalisation fixes the population of the lowest state
  have hsum : HasSum (fun k => c k ^ 2) (c 0 ^ 2 * Real.exp (α ^ 2)) := by
    rw [funext hform]
    exact (hasSum_exp_series (α ^ 2)).mul_left (c 0 ^ 2)
  have h0 : c 0 ^ 2 = Real.exp (-α ^ 2) := by
    rw [Real.exp_neg]
    exact eq_inv_of_mul_eq_one_left (hsum.unique h.normalized)
  rw [hform n, h0, mul_div_assoc]

/-- In a displaced state the mean and the variance of the quantum number are both `α²`. -/
theorem quantum_number_moments (h : IsDisplaced α c) :
    HasSum (fun n : ℕ => (n : ℝ) * c n ^ 2) (α ^ 2) ∧
      HasSum (fun n : ℕ => ((n : ℝ) - α ^ 2) ^ 2 * c n ^ 2) (α ^ 2) := by
  -- a series whose first term vanishes may be summed from the second term on
  have shift : ∀ (f : ℕ → ℝ) (a : ℝ), f 0 = 0 → HasSum (fun n => f (n + 1)) a →
      HasSum f a := by
    intro f a h0 hf
    have hg := (hasSum_nat_add_iff (f := f) 1).mp hf
    rw [Finset.sum_range_one, h0, add_zero] at hg
    exact hg
  have h1 : HasSum (fun n : ℕ => (n : ℝ) * c n ^ 2) (α ^ 2) := by
    apply shift _ _ (by simp)
    have hs : HasSum (fun n : ℕ => α ^ 2 * c n ^ 2) (α ^ 2 * 1) :=
      h.normalized.mul_left (α ^ 2)
    convert hs using 1
    · funext n
      push_cast
      exact population_step h n
    · ring
  have h2 : HasSum (fun n : ℕ => (n : ℝ) ^ 2 * c n ^ 2) (α ^ 2 * (α ^ 2 + 1)) := by
    apply shift _ _ (by simp)
    have hs : HasSum (fun n : ℕ => α ^ 2 * ((n : ℝ) * c n ^ 2 + c n ^ 2))
        (α ^ 2 * (α ^ 2 + 1)) := (h1.add h.normalized).mul_left (α ^ 2)
    convert hs using 1
    funext n
    push_cast
    linear_combination ((n : ℝ) + 1) * population_step h n
  refine ⟨h1, ?_⟩
  have hv : HasSum (fun n : ℕ => (n : ℝ) ^ 2 * c n ^ 2 - 2 * α ^ 2 * ((n : ℝ) * c n ^ 2)
      + α ^ 4 * c n ^ 2) (α ^ 2 * (α ^ 2 + 1) - 2 * α ^ 2 * α ^ 2 + α ^ 4 * 1) :=
    (h2.sub (h1.mul_left (2 * α ^ 2))).add (h.normalized.mul_left (α ^ 4))
  convert hv using 1
  · funext n
    ring
  · ring

/-- If `N < S = α²`, the first `N` fixed-centre states carry at most the weight
`S/(S - N)²` of the displaced state. -/
theorem weight_le (h : IsDisplaced α c) {N : ℕ} (hN : (N : ℝ) < α ^ 2) :
    weight c N ≤ α ^ 2 / (α ^ 2 - N) ^ 2 := by
  have hd : 0 < α ^ 2 - (N : ℝ) := sub_pos.mpr hN
  rw [le_div_iff₀ (by positivity), weight, Finset.sum_mul]
  -- every retained level lies at least `S - N` below the mean
  refine le_trans (Finset.sum_le_sum fun n hn => ?_)
    (sum_le_hasSum (range N) (fun n _ => by positivity) (quantum_number_moments h).2)
  have hn' : (n : ℝ) ≤ N := by exact_mod_cast (Finset.mem_range.mp hn).le
  have hsq : (α ^ 2 - (N : ℝ)) ^ 2 ≤ ((n : ℝ) - α ^ 2) ^ 2 := by
    nlinarith [mul_nonneg (sub_nonneg.mpr hn')
      (by linarith : (0 : ℝ) ≤ 2 * α ^ 2 - n - N)]
  rw [mul_comm]
  exact mul_le_mul_of_nonneg_right hsq (sq_nonneg _)

/-- If `N > S = α²`, the weight missing from the first `N` fixed-centre states is at most
`S/(N - S)²`. -/
theorem missing_weight_le (h : IsDisplaced α c) {N : ℕ} (hN : α ^ 2 < (N : ℝ)) :
    1 - weight c N ≤ α ^ 2 / ((N : ℝ) - α ^ 2) ^ 2 := by
  have hd : 0 < (N : ℝ) - α ^ 2 := sub_pos.mpr hN
  have ht := ((hasSum_nat_add_iff' N).mpr h.normalized).mul_left (((N : ℝ) - α ^ 2) ^ 2)
  have hv := (hasSum_nat_add_iff' N).mpr (quantum_number_moments h).2
  -- every omitted level lies at least `N - S` above the mean
  have hle := hasSum_le (fun n => by
    have hn : (0 : ℝ) ≤ n := Nat.cast_nonneg n
    apply mul_le_mul_of_nonneg_right _ (sq_nonneg _)
    push_cast
    nlinarith [mul_nonneg hn hd.le]) ht hv
  have hpos : 0 ≤ ∑ n ∈ range N, ((n : ℝ) - α ^ 2) ^ 2 * c n ^ 2 :=
    Finset.sum_nonneg fun n _ => by positivity
  rw [le_div_iff₀ (by positivity), weight, mul_comm]
  linarith

/-- A basis of the first `N` fixed-centre states that captures at least the weight `1 - ε` of the
displaced state, with `ε < 1`, has `N ≥ α² - |α|/√(1 - ε)`. -/
theorem basis_size_necessary (h : IsDisplaced α c) {N : ℕ} {ε : ℝ} (hε : ε < 1)
    (hw : 1 - ε ≤ weight c N) : α ^ 2 - |α| / √(1 - ε) ≤ N := by
  by_contra hcon
  have hlt : |α| / √(1 - ε) < α ^ 2 - N := by linarith [not_le.mp hcon]
  have hδ : 0 < 1 - ε := sub_pos.mpr hε
  have hd : 0 < α ^ 2 - (N : ℝ) := lt_of_le_of_lt (by positivity) hlt
  have hb := hw.trans (weight_le h (sub_pos.mp hd))
  rw [le_div_iff₀ (by positivity)] at hb
  have hs := pow_lt_pow_left₀ ((div_lt_iff₀ (Real.sqrt_pos.mpr hδ)).mp hlt)
    (abs_nonneg α) two_ne_zero
  rw [sq_abs, mul_pow, Real.sq_sqrt hδ.le] at hs
  linarith

/-- For `α ≠ 0`, `ε > 0` and `N ≥ α² + |α|/√ε`, the first `N` fixed-centre states capture at least
the weight `1 - ε` of the displaced state. -/
theorem basis_size_sufficient (h : IsDisplaced α c) (hα : α ≠ 0) {N : ℕ} {ε : ℝ}
    (hε : 0 < ε) (hN : α ^ 2 + |α| / √ε ≤ N) : 1 - ε ≤ weight c N := by
  have hle : |α| / √ε ≤ (N : ℝ) - α ^ 2 := by linarith
  have hq : 0 < |α| / √ε := div_pos (abs_pos.mpr hα) (Real.sqrt_pos.mpr hε)
  have hd : 0 < (N : ℝ) - α ^ 2 := lt_of_lt_of_le hq hle
  have hs := pow_le_pow_left₀ (abs_nonneg α)
    ((div_le_iff₀ (Real.sqrt_pos.mpr hε)).mp hle) 2
  rw [sq_abs, mul_pow, Real.sq_sqrt hε.le] at hs
  have hb : α ^ 2 / ((N : ℝ) - α ^ 2) ^ 2 ≤ ε := by
    rw [div_le_iff₀ (by positivity)]
    linarith
  linarith [missing_weight_le h (sub_pos.mp hd)]

/-- For every real `α`, the coefficients `exp(-α²/2) αⁿ / √(n!)` form a displaced state. -/
theorem isDisplaced_witness (α : ℝ) : IsDisplaced α (coherent α) := by
  constructor
  · intro n
    have h1 : √((n : ℝ) + 1) ≠ 0 := by positivity
    have h2 : √(n.factorial : ℝ) ≠ 0 := by positivity
    unfold lower coherent
    rw [Nat.factorial_succ, Nat.cast_mul, Nat.cast_succ, Real.sqrt_mul (by positivity),
      ← mul_div_assoc, ← mul_div_assoc, div_eq_div_iff (mul_ne_zero h1 h2) h2]
    ring
  · have he : Real.exp (-α ^ 2 / 2) ^ 2 = Real.exp (-α ^ 2) := by
      rw [sq, ← Real.exp_add]
      congr 1
      ring
    have hs : HasSum (fun n : ℕ => Real.exp (-α ^ 2) * ((α ^ 2) ^ n / (n.factorial : ℝ)))
        (Real.exp (-α ^ 2) * Real.exp (α ^ 2)) :=
      (hasSum_exp_series (α ^ 2)).mul_left (Real.exp (-α ^ 2))
    convert hs using 1
    · funext n
      unfold coherent
      rw [div_pow, mul_pow, he, Real.sq_sqrt (by positivity), mul_div_assoc,
        ← pow_mul, ← pow_mul, mul_comm n 2]
    · rw [← Real.exp_add, neg_add_cancel, Real.exp_zero]

end

end DisplacedOscillatorBasis
```

```lean
#print axioms DisplacedOscillatorBasis.population_poisson
#print axioms DisplacedOscillatorBasis.weight_le
#print axioms DisplacedOscillatorBasis.basis_size_necessary
#print axioms DisplacedOscillatorBasis.basis_size_sufficient
```

```
'DisplacedOscillatorBasis.population_poisson' depends on axioms: [propext, Classical.choice, Quot.sound]
'DisplacedOscillatorBasis.weight_le' depends on axioms: [propext, Classical.choice, Quot.sound]
'DisplacedOscillatorBasis.basis_size_necessary' depends on axioms: [propext, Classical.choice, Quot.sound]
'DisplacedOscillatorBasis.basis_size_sufficient' depends on axioms: [propext, Classical.choice, Quot.sound]
```

### From the recursion to the basis size

`population_step` squares the eigenvalue relation. In `population_poisson`, `hrec` is the induction, and uniqueness of the sum fixes $c_0^2$ through `hasSum_exp_series`.

In `quantum_number_moments`, `shift` performs the index change; `h1` and `h2` are the first two moments, and `hv` combines them into the variance.

`weight_le` compares the finite sum over retained levels with the whole variance. `missing_weight_le` removes the first $N$ terms from both the normalisation and variance series, then compares the tails. In each, `nlinarith` supplies the inequality between squared distances from the mean.

`basis_size_necessary` argues by contradiction: too small an $N$ would lie below $S$ and violate `weight_le`. `basis_size_sufficient` squares the assumed lower bound on $N-S$ and applies `missing_weight_le`. Finally, `isDisplaced_witness` checks the recursion using $(n+1)!=(n+1)\,n!$ and the normalisation using the exponential series.
